# Growth rate and velocity coupling in a vibrational mode with real symmetric mass and force-constant matrices

For a finite linear system with real matrices `M` (mass), `C` (velocity coupling) and `Φ` (force constants), a displacement v e^{st} solves the equation of motion when (s²M + sC + Φ)v = 0. The theorem `mode_balance` states that then Re s · (|s|² v†Mv + v†Φv) = −|s|² Re(v†Cv), provided `M` and `Φ` are symmetric; nothing is assumed of `C`, nor is any matrix taken to be positive. The vector v is complex and unnormalised, so for v ≠ 0 the expectation values proper are these forms divided by v†v. The proof contracts the mode equation with v† to get a scalar equation `e`, takes its real and imaginary parts, in which v†Mv and v†Φv are real, and adds them with weights Re s and Im s.

In Lean, a first try:

```lean
import Mathlib

open Matrix Filter Topology

namespace ModeBalance

noncomputable section

variable {n : Type*} [Fintype n]

/-- A real matrix regarded as a complex matrix, entry by entry. -/
def complexify (A : Matrix n n ℝ) : Matrix n n ℂ := A.map (fun x : ℝ => (x : ℂ))

/-- The quadratic form `v† A v` of a real matrix `A` on a complex displacement `v`. -/
def form (A : Matrix n n ℝ) (v : n → ℂ) : ℂ := star v ⬝ᵥ (complexify A *ᵥ v)

/-- The matrix `s² M + s C + Φ` for mass matrix `M`, velocity coupling `C` and
force constants `Φ`. -/
def pencil (M C Φ : Matrix n n ℝ) (s : ℂ) : Matrix n n ℂ :=
  s ^ 2 • complexify M + s • complexify C + complexify Φ

/-- For a real symmetric matrix the form `v† A v` is real. -/
theorem form_im (A : Matrix n n ℝ) (hA : Aᵀ = A) (v : n → ℂ) : (form A v).im = 0 := by
  have h : (form A v).im = (fun i => (v i).re) ⬝ᵥ (A *ᵥ fun i => (v i).im)
      - (fun i => (v i).im) ⬝ᵥ (A *ᵥ fun i => (v i).re) := by
    simp only [form, complexify, dotProduct, Matrix.mulVec, Complex.im_sum]
    rw [← Finset.sum_sub_distrib]
    refine Finset.sum_congr rfl fun i _ => ?_
    simp [Complex.mul_im, Complex.re_sum, Complex.im_sum, sub_eq_add_neg]
  rw [h, Matrix.dotProduct_mulVec, ← Matrix.mulVec_transpose, hA, dotProduct_comm, sub_self]

/-- If `M` and `Φ` are symmetric and `(s² M + s C + Φ) v = 0`, then
`Re s (|s|² v†Mv + v†Φv) = -|s|² Re(v†Cv)`. -/
theorem mode_balance (M C Φ : Matrix n n ℝ) (hM : Mᵀ = M) (hΦ : Φᵀ = Φ)
    (s : ℂ) (v : n → ℂ) (h : pencil M C Φ s *ᵥ v = 0) :
    s.re * (Complex.normSq s * (form M v).re + (form Φ v).re)
      = -(Complex.normSq s * (form C v).re) := by
  have e : s ^ 2 * form M v + s * form C v + form Φ v = 0 := by
    have h1 : star v ⬝ᵥ (pencil M C Φ s *ᵥ v) = 0 := by rw [h, dotProduct_zero]
    simpa only [pencil, Matrix.add_mulVec, Matrix.smul_mulVec, dotProduct_add,
      dotProduct_smul, smul_eq_mul] using h1
  have hr := congrArg Complex.re e
  have hi := congrArg Complex.im e
  simp only [pow_two, Complex.add_re, Complex.mul_re, Complex.add_im, Complex.mul_im,
    Complex.zero_re, Complex.zero_im, form_im M hM v, form_im Φ hΦ v] at hr hi
  rw [Complex.normSq_apply]
  -- the real part of the equation multiplied by the conjugate of `s`
  linear_combination s.re * hr + s.im * hi

end

end ModeBalance
```

The compiler's answer:

```
Main.lean:40:4: error: Type mismatch: After simplification, term
  h1
 has type
  @Eq ℂ (s ^ 2 * star v ⬝ᵥ complexify M *ᵥ v + s * star v ⬝ᵥ complexify C *ᵥ v + star v ⬝ᵥ complexify Φ *ᵥ v) 0
but is expected to have type
  @Eq ℂ (s ^ 2 * form M v + s * form C v + form Φ v) 0
```

The one error is in the proof of `e`. The simplification did expand the contracted equation `h1` into three terms, but these read `star v ⬝ᵥ complexify M *ᵥ v` and so on, while the goal has `form M v`. The two are equal by the definition of `form`, but `form` is an ordinary definition and is not in the `simpa only` list, so the simplifier leaves it folded, and the final comparison of `h1` with the goal does not unfold it either.

The repair states the definition as an equation `hf`, read from the written-out product to `form A v` and proved by `rfl`, which does unfold `form`. With `hf` in the simp list, the three products in `h1` are folded back into `form M v`, `form C v` and `form Φ v`, and `h1` agrees with the goal. The closing `linear_combination h1` then has only a trivial identity to check; `exact h1` would serve as well.

After these edits no error is left:

```diff
@@ -38,6 +38,8 @@
   have e : s ^ 2 * form M v + s * form C v + form Φ v = 0 := by
     have h1 : star v ⬝ᵥ (pencil M C Φ s *ᵥ v) = 0 := by rw [h, dotProduct_zero]
-    simpa only [pencil, Matrix.add_mulVec, Matrix.smul_mulVec, dotProduct_add,
-      dotProduct_smul, smul_eq_mul] using h1
+    have hf (A : Matrix n n ℝ) : star v ⬝ᵥ (complexify A *ᵥ v) = form A v := rfl
+    simp only [pencil, Matrix.add_mulVec, Matrix.smul_mulVec, dotProduct_add,
+      dotProduct_smul, smul_eq_mul, hf] at h1
+    linear_combination h1
   have hr := congrArg Complex.re e
   have hi := congrArg Complex.im e
```
